# For a Hermitian potential in a finite plane-wave set, the eigenvector residual limits the total force

When the forces on all atoms of an isolated or periodic system fail to add up to zero, the number alone does not say what went wrong. The finite plane-wave set, the nonlocal pseudopotential and an unconverged eigenvector are all plausible culprits. For one state in a given Hermitian potential that moves rigidly with the atoms, the first two can be ruled out: an exact eigenvector within the finite set gives zero total force, and an approximate one gives a force limited by its residual.

Label the plane waves by \(i,j\), with coefficients \(c_i\), and let \(G_i\) be one Cartesian component of the wave vector. The Hamiltonian is \(H=\mathrm{diag}(T)+W\), with real \(T_i\) and Hermitian \(W\). Writing \(\mathrm i\) for the imaginary unit, the total force along that direction and its bound are

\[
F=\mathrm i\sum_{i,j}\overline{c_i}\,(G_i-G_j)\,W_{ij}\,c_j,
\qquad
|F|\le 2\,\|(H-E)c\|\,\|(G-g)c\| ,
\]

for all real \(E\) and \(g\). The bound does not require \(c\) to be normalised.

## Coefficient vectors and the force

The plane waves form an arbitrary finite type `ι`, so a coefficient vector is a function `ι → ℂ`.

```lean
import Mathlib

open Complex
open scoped ComplexConjugate Matrix

namespace PlaneWaveTotalForce

noncomputable section

variable {ι : Type*} [Fintype ι]
```

The overlap is conjugate-linear in its first argument, \(\langle u,v\rangle=\sum_i\overline{u_i}v_i\).

```lean
/-- The overlap `⟨u, v⟩` of two coefficient vectors. -/
def overlap (u v : ι → ℂ) : ℂ := ∑ i, conj (u i) * v i
```

The norm is \(\|v\|=\big(\sum_i|v_i|^2\big)^{1/2}\). It is defined explicitly because Mathlib's default norm on functions is the maximum norm.

```lean
/-- The Euclidean norm of a coefficient vector. -/
def l2Norm (v : ι → ℂ) : ℝ := √(∑ i, ‖v i‖ ^ 2)
```

The vector \((G-g)c\) has components \((G_i-g)c_i\). The real number \(g\) is a free reference point for the wave vector.

```lean
/-- The vector `(G - g) c`: each coefficient times its wave-vector component, measured from `g`. -/
def shifted (G : ι → ℝ) (g : ℝ) (c : ι → ℂ) : ι → ℂ :=
  fun i => ((G i - g : ℝ) : ℂ) * c i
```

For unit \(c\), the weights \(|c_i|^2\) are probabilities and \(m=\sum_iG_i|c_i|^2\) is the mean wave vector.

```lean
/-- The weighted sum `∑ i, G i * |c i|²`, which is the mean of `G` when `c` is normalised. -/
def meanMomentum (G : ι → ℝ) (c : ι → ℂ) : ℝ := ∑ i, G i * ‖c i‖ ^ 2
```

The force is the double sum above. Since `W` is an arbitrary matrix and need not depend only on \(G_i-G_j\), norm-conserving nonlocal pseudopotentials are included. Ultrasoft ones, which add an overlap matrix to the eigenvalue equation, are not covered.

```lean
/-- The total force on the atoms along one Cartesian direction,
`I * ∑ i, ∑ j, conj (c i) * (G i - G j) * W i j * c j`. -/
def totalForce (G : ι → ℝ) (W : Matrix ι ι ℂ) (c : ι → ℂ) : ℂ :=
  I * ∑ i, ∑ j, conj (c i) * ((G i : ℂ) - G j) * W i j * c j
```

Moving every atom by \(s\) along the chosen direction multiplies each matrix element by a phase, \(W_{ij}(s)=e^{-\mathrm i(G_i-G_j)s}\,W_{ij}\). This is taken as the definition of a rigid displacement. It stands for a potential all of whose parts follow the atoms; an exchange-correlation potential evaluated on a fixed real-space grid does so only approximately.

```lean
/-- The potential after all atoms have been moved rigidly by `s`: each matrix element `W i j`
acquires the phase `exp (-I * (G i - G j) * s)`. -/
def translated (G : ι → ℝ) (W : Matrix ι ι ℂ) (s : ℝ) : Matrix ι ι ℂ :=
  fun i j => exp (-I * ((G i : ℂ) - G j) * s) * W i j
```

## Cauchy–Schwarz and the best reference point

The triangle inequality followed by the Cauchy–Schwarz inequality for real sums gives

\[
|\langle u,v\rangle|\le\sum_i|u_i||v_i|\le\|u\|\,\|v\| .
\]

The three lines of the `calc` block are these steps, with \(|\overline{u_i}v_i|=|u_i||v_i|\) between them.

```lean
/-- Cauchy–Schwarz inequality for coefficient vectors. -/
theorem norm_overlap_le (u v : ι → ℂ) : ‖overlap u v‖ ≤ l2Norm u * l2Norm v := by
  calc ‖overlap u v‖ ≤ ∑ i, ‖conj (u i) * v i‖ := norm_sum_le _ _
    _ = ∑ i, ‖u i‖ * ‖v i‖ := by simp only [norm_mul, RCLike.norm_conj]
    _ ≤ l2Norm u * l2Norm v := Real.sum_mul_le_sqrt_mul_sqrt _ _ _
```

For unit \(c\), expanding the square about any real \(a\) gives

\[
\|(G-a)c\|^2=\sum_iG_i^2|c_i|^2-2am+a^2 .
\]

Subtracting the case \(a=m\) from the case \(a=g\) leaves \(g^2-2gm+m^2\), hence

\[
\|(G-g)c\|^2=\|(G-m)c\|^2+(g-m)^2 .
\]

The mean is therefore the best choice of \(g\), and the last factor in the bound becomes the standard deviation of the wave vector. In the code, `e` is the expansion about `a`, used twice at the end.

```lean
/-- For a normalised state, `‖(G - g) c‖²` is its value at the mean momentum plus the squared
distance of `g` from that mean. -/
theorem shifted_norm_sq (G : ι → ℝ) (g : ℝ) (c : ι → ℂ) (hc : l2Norm c = 1) :
    l2Norm (shifted G g c) ^ 2
      = l2Norm (shifted G (meanMomentum G c) c) ^ 2 + (g - meanMomentum G c) ^ 2 := by
  have hsq : ∀ v : ι → ℂ, l2Norm v ^ 2 = ∑ i, ‖v i‖ ^ 2 := fun v =>
    Real.sq_sqrt (Finset.sum_nonneg fun i _ => sq_nonneg _)
  have hp : ∑ i, ‖c i‖ ^ 2 = 1 := by rw [← hsq, hc, one_pow]
  have hm : ∑ i, G i * ‖c i‖ ^ 2 = meanMomentum G c := rfl
  -- the second moment about an arbitrary point `a`
  have e : ∀ a : ℝ, l2Norm (shifted G a c) ^ 2
      = ∑ i, G i ^ 2 * ‖c i‖ ^ 2 - 2 * a * meanMomentum G c + a ^ 2 := by
    intro a
    have h : ∀ i, ‖shifted G a c i‖ ^ 2
        = G i ^ 2 * ‖c i‖ ^ 2 - 2 * a * (G i * ‖c i‖ ^ 2) + a ^ 2 * ‖c i‖ ^ 2 := by
      intro i
      simp only [shifted, norm_mul, Complex.norm_real, Real.norm_eq_abs, mul_pow, sq_abs]
      ring
    rw [hsq, Finset.sum_congr rfl fun i _ => h i, Finset.sum_add_distrib,
      Finset.sum_sub_distrib, ← Finset.mul_sum, ← Finset.mul_sum, hp, hm, mul_one]
  rw [e g, e (meanMomentum G c)]
  ring
```

## Zero force without convergence

A small total force does not establish convergence. If \(W\) is real symmetric and \(c\) is real, exchanging \(i\) and \(j\) reverses the sign of \(G_i-G_j\) and changes nothing else. The double sum equals its own negative, so \(F=0\) for every such \(c\), eigenvector or not. A local potential with an inversion centre at the origin has such a real matrix.

The statement takes a real matrix and real coefficients and converts them to complex ones. The exchange is `Finset.sum_comm`, and the symmetry enters through `hW.apply`.

```lean
/-- For a real symmetric potential matrix and real coefficients the total force vanishes,
whether or not the coefficients form an eigenvector. -/
theorem totalForce_eq_zero_of_real (G : ι → ℝ) (W : Matrix ι ι ℝ) (hW : W.IsSymm)
    (c : ι → ℝ) :
    totalForce G (fun i j => (W i j : ℂ)) (fun i => (c i : ℂ)) = 0 := by
  unfold totalForce
  simp only [Complex.conj_ofReal]
  -- exchanging `i` and `j` reverses the sign of the double sum
  have h : ∑ i, ∑ j, (c i : ℂ) * ((G i : ℂ) - G j) * (W i j : ℂ) * (c j : ℂ)
      = -∑ i, ∑ j, (c i : ℂ) * ((G i : ℂ) - G j) * (W i j : ℂ) * (c j : ℂ) := by
    conv_lhs => rw [Finset.sum_comm]
    simp only [← Finset.sum_neg_distrib]
    refine Finset.sum_congr rfl fun i _ => Finset.sum_congr rfl fun j _ => ?_
    rw [hW.apply i j]
    ring
  linear_combination (I / 2) * h
```

## Hamiltonian and residual

The kinetic energies sit on the diagonal. They are arbitrary real numbers, not tied to \(G_i\), because the other two Cartesian components also contribute to them.

```lean
variable [DecidableEq ι]

/-- The plane-wave Hamiltonian: diagonal kinetic energies `T i` plus the potential `W`. -/
def hamiltonian (T : ι → ℝ) (W : Matrix ι ι ℂ) : Matrix ι ι ℂ :=
  Matrix.diagonal (fun i => (T i : ℂ)) + W
```

The residual \(r=(H-E)c\) measures how far \(c\) is from solving the eigenvalue equation at energy \(E\).

```lean
/-- The residual `r = (H - E) c`. -/
def residual (T : ι → ℝ) (W : Matrix ι ι ℂ) (E : ℝ) (c : ι → ℂ) : ι → ℂ :=
  hamiltonian T W *ᵥ c - (E : ℂ) • c
```

For a single plane wave it reads

\[
r_i=(T_i-E)c_i+\sum_jW_{ij}c_j .
\]

```lean
/-- The residual written out for one plane wave. -/
theorem residual_apply (T : ι → ℝ) (W : Matrix ι ι ℂ) (E : ℝ) (c : ι → ℂ) (i : ι) :
    residual T W E c i = ((T i : ℂ) - E) * c i + ∑ j, W i j * c j := by
  simp only [residual, hamiltonian, Matrix.add_mulVec, Pi.sub_apply, Pi.add_apply,
    Pi.smul_apply, smul_eq_mul, Matrix.mulVec_diagonal]
  simp only [Matrix.mulVec, dotProduct]
  ring
```

## The force as an energy derivative

With \(c\) held fixed, only the phases depend on \(s\), and

\[
\frac{d}{ds}\langle c,H(s)c\rangle\Big|_{s=0}
=\sum_{i,j}\overline{c_i}\,\big(-\mathrm i(G_i-G_j)\big)W_{ij}\,c_j=-F .
\]

This is the Hellmann–Feynman expression for a rigid displacement. The theorem concerns fixed coefficients and does not describe how they would respond to the motion. The energy is not divided by \(\|c\|^2\), so for a nonzero vector of another length the force per normalised state is \(F/\|c\|^2\).

In the proof, `key` differentiates one matrix element, and the derivative then passes through the two finite sums.

```lean
/-- The total force is minus the derivative of `⟨c, H(s) c⟩` at `s = 0`, with fixed coefficients
`c`, where `s` is the rigid displacement of all atoms. -/
theorem hasDerivAt_energy (G T : ι → ℝ) (W : Matrix ι ι ℂ) (c : ι → ℂ) :
    HasDerivAt (fun s : ℝ => overlap c (hamiltonian T (translated G W s) *ᵥ c))
      (-totalForce G W c) 0 := by
  have key : ∀ i j, HasDerivAt (fun s : ℝ => hamiltonian T (translated G W s) i j)
      (-I * ((G i : ℂ) - G j) * W i j) 0 := by
    intro i j
    have h0 : HasDerivAt (fun s : ℝ => (s : ℂ)) 1 0 := by
      simpa using (hasDerivAt_id (0 : ℝ)).ofReal_comp
    have h1 := ((h0.const_mul (-I * ((G i : ℂ) - G j))).cexp.mul_const (W i j)).const_add
      (Matrix.diagonal (fun k => (T k : ℂ)) i j)
    exact h1.congr_deriv (by simp)
  simp only [overlap, Matrix.mulVec, dotProduct]
  refine HasDerivAt.congr_deriv (HasDerivAt.fun_sum fun i _ =>
    (HasDerivAt.fun_sum fun j _ => (key i j).mul_const (c j)).const_mul (conj (c i))) ?_
  simp only [totalForce, Finset.mul_sum, ← Finset.sum_neg_distrib]
  refine Finset.sum_congr rfl fun i _ => Finset.sum_congr rfl fun j _ => ?_
  ring
```

## Writing the force in terms of the residual

Insert \(r_i\) into the first overlap:

\[
\langle(G-g)c,r\rangle=\sum_i(G_i-g)(T_i-E)|c_i|^2+\sum_{i,j}\overline{c_i}(G_i-g)W_{ij}c_j .
\]

In the reverse overlap, \(\overline{W_{ij}}=W_{ji}\) gives

\[
\langle r,(G-g)c\rangle=\sum_i(G_i-g)(T_i-E)|c_i|^2+\sum_{i,j}\overline{c_j}(G_i-g)W_{ji}c_i .
\]

Renaming \(i\leftrightarrow j\) turns the last sum into \(\sum_{i,j}\overline{c_i}(G_j-g)W_{ij}c_j\). On subtraction the kinetic terms, \(E\) and \(g\) all cancel:

\[
F=\mathrm i\big(\langle(G-g)c,r\rangle-\langle r,(G-g)c\rangle\big).
\]

The two overlaps are complex conjugates, so \(F\) is real here, although its Lean type is `ℂ`. The steps `h1` and `h2` are the two expansions, and `h3` is the renaming.

```lean
/-- For a Hermitian potential the total force is `i` times the difference of the two overlaps
between the residual and `(G - g) c`. -/
theorem totalForce_eq_residual (G T : ι → ℝ) (W : Matrix ι ι ℂ) (hW : W.IsHermitian)
    (c : ι → ℂ) (E g : ℝ) :
    totalForce G W c = I * (overlap (shifted G g c) (residual T W E c)
      - overlap (residual T W E c) (shifted G g c)) := by
  have hW' : ∀ i j, conj (W i j) = W j i := fun i j => hW.apply j i
  have h1 : overlap (shifted G g c) (residual T W E c)
      = ∑ i, ((G i : ℂ) - g) * ((T i : ℂ) - E) * (conj (c i) * c i)
        + ∑ i, ∑ j, conj (c i) * ((G i : ℂ) - g) * W i j * c j := by
    rw [← Finset.sum_add_distrib]
    refine Finset.sum_congr rfl fun i _ => ?_
    rw [residual_apply, mul_add, Finset.mul_sum]
    simp only [shifted, map_mul, map_sub, Complex.conj_ofReal, Complex.ofReal_sub]
    congr 1
    · ring
    · exact Finset.sum_congr rfl fun j _ => by ring
  have h2 : overlap (residual T W E c) (shifted G g c)
      = ∑ i, ((G i : ℂ) - g) * ((T i : ℂ) - E) * (conj (c i) * c i)
        + ∑ i, ∑ j, conj (c j) * ((G i : ℂ) - g) * W j i * c i := by
    rw [← Finset.sum_add_distrib]
    refine Finset.sum_congr rfl fun i _ => ?_
    rw [residual_apply, map_add, map_sum, add_mul, Finset.sum_mul]
    simp only [shifted, map_mul, map_sub, Complex.conj_ofReal, Complex.ofReal_sub, hW']
    congr 1
    · ring
    · exact Finset.sum_congr rfl fun j _ => by ring
  have h3 : ∑ i, ∑ j, conj (c j) * ((G i : ℂ) - g) * W j i * c i
      = ∑ i, ∑ j, conj (c i) * ((G j : ℂ) - g) * W i j * c j := Finset.sum_comm
  -- the kinetic and `E` terms cancel, and so does `g`
  rw [h1, h2, h3, add_sub_add_left_eq_sub, totalForce]
  simp only [← Finset.sum_sub_distrib]
  congr 1
  refine Finset.sum_congr rfl fun i _ => Finset.sum_congr rfl fun j _ => ?_
  ring
```

## The bound and its consequence for eigenvectors

Since \(|\mathrm i|=1\), the triangle inequality and Cauchy–Schwarz give

\[
|F|\le|\langle(G-g)c,r\rangle|+|\langle r,(G-g)c\rangle|\le2\,\|r\|\,\|(G-g)c\| .
\]

The three inequalities `h`, `h1` and `h2` are combined by `linarith`.

```lean
/-- For a Hermitian potential and any real `E` and `g`, the total force is at most
`2 ‖(H - E) c‖ ‖(G - g) c‖` in modulus. -/
theorem norm_totalForce_le (G T : ι → ℝ) (W : Matrix ι ι ℂ) (hW : W.IsHermitian)
    (c : ι → ℂ) (E g : ℝ) :
    ‖totalForce G W c‖ ≤ 2 * l2Norm (residual T W E c) * l2Norm (shifted G g c) := by
  rw [totalForce_eq_residual G T W hW c E g, norm_mul, Complex.norm_I, one_mul]
  have h := norm_sub_le (overlap (shifted G g c) (residual T W E c))
    (overlap (residual T W E c) (shifted G g c))
  have h1 := norm_overlap_le (shifted G g c) (residual T W E c)
  have h2 := norm_overlap_le (residual T W E c) (shifted G g c)
  linarith
```

An iterative eigensolver typically has \(r\) at hand, with \(E=\langle c,Hc\rangle\) for unit \(c\). If \(\|r\|=10^{-4}\) hartree and the wave vector has standard deviation \(1\ \text{bohr}^{-1}\), this state contributes at most \(2\times10^{-4}\) hartree/bohr to the total force. For several occupied states the bounds add, weighted by the occupations. In a Kohn–Sham calculation \(W\) also contains the Hartree and exchange-correlation potentials. Without a nonlinear core correction, their derivatives are not part of the forces on the atoms. Their contributions cancel in the sum over all occupied states if both potentials are built from the density of these states, for exchange-correlation up to the error of the real-space grid. Before self-consistency they need not cancel, and small residuals alone then do not guarantee that the atomic forces nearly add up to zero.

If \(r=0\) for some real \(E\), the right-hand side vanishes and so does \(F\). A nonzero total force thus excludes a solution of the eigenvalue equation at every real energy. The proof assumes `residual T W E c = 0` and applies the bound with \(g=0\).

```lean
/-- For a Hermitian potential, a nonzero total force shows that the coefficients solve the
eigenvalue equation for no real energy `E`. -/
theorem residual_ne_zero (G T : ι → ℝ) (W : Matrix ι ι ℂ) (hW : W.IsHermitian)
    (c : ι → ℂ) (hF : totalForce G W c ≠ 0) (E : ℝ) : residual T W E c ≠ 0 := by
  intro hr
  have b := norm_totalForce_le G T W hW c E 0
  have h0 : l2Norm (0 : ι → ℂ) = 0 := by simp [l2Norm]
  rw [hr, h0, mul_zero, zero_mul] at b
  exact hF (norm_le_zero_iff.mp b)
```

## One plane wave, and two that attain equality

With a single plane wave, \(G_i-G_j\) is always zero and the force vanishes. The bound agrees: choosing \(g\) equal to the only wave vector makes its right-hand side zero.

Two plane waves are enough for equality. Take \(G=(-\tfrac12,\tfrac12)\), \(T=(\tfrac18,\tfrac18)\), \(W_{12}=W_{21}=1\), zero diagonal potential, and the unit vector \(c=(\tfrac35,\tfrac45\mathrm i)\). Then

\[
F=\mathrm i\Big(-\tfrac35\cdot\tfrac45\mathrm i-\tfrac45\mathrm i\cdot\tfrac35\Big)=\tfrac{24}{25}.
\]

At \(E=\tfrac18\) the residual is \((\tfrac45\mathrm i,\tfrac35)\), of norm 1. The mean wave vector is \(m=-\tfrac12\cdot\tfrac9{25}+\tfrac12\cdot\tfrac{16}{25}=\tfrac7{50}\), and

\[
(G-m)c=\big(-\tfrac{48}{125},\tfrac{36}{125}\mathrm i\big),\qquad \|(G-m)c\|=\tfrac{12}{25}.
\]

The bound is \(2\cdot1\cdot\tfrac{12}{25}=\tfrac{24}{25}\), so the factor 2 cannot be lowered in general. The same Hamiltonian with \(c=(1,0)\) shows the opposite behaviour: the force is zero, yet the second component of the residual is 1 for every \(E\).

The theorem collects Hermiticity, normalisation, the force and the value of the bound. The steps `hr` and `hs` compute the two vectors, `n2` and `n3` give their squared norms, and `n1` gives that of \(c\).

```lean
/-- Two plane waves with `G = ∓1/2`, kinetic energies `G²/2` and unit coupling: for the normalised
coefficients `(3/5, 4i/5)` the force and its bound at `E = 1/8`, `g = 7/50` both equal `24/25`. -/
theorem bound_attained :
    (!![0, 1; 1, 0] : Matrix (Fin 2) (Fin 2) ℂ).IsHermitian ∧
    l2Norm ![3 / 5, 4 / 5 * I] = 1 ∧
    totalForce ![-1 / 2, 1 / 2] !![0, 1; 1, 0] ![3 / 5, 4 / 5 * I] = 24 / 25 ∧
    2 * l2Norm (residual ![1 / 8, 1 / 8] !![0, 1; 1, 0] (1 / 8) ![3 / 5, 4 / 5 * I])
      * l2Norm (shifted ![-1 / 2, 1 / 2] (7 / 50) ![3 / 5, 4 / 5 * I]) = 24 / 25 := by
  have hr : residual ![1 / 8, 1 / 8] !![0, 1; 1, 0] (1 / 8) ![3 / 5, 4 / 5 * I]
      = ![4 / 5 * I, 3 / 5] := by
    ext i
    rw [residual_apply]
    fin_cases i <;> simp [Fin.sum_univ_two]
  have hs : shifted ![-1 / 2, 1 / 2] (7 / 50) ![3 / 5, 4 / 5 * I]
      = ![-(48 / 125), 36 / 125 * I] := by
    ext i
    fin_cases i <;> simp [shifted] <;> ring
  have n1 : ∑ i, ‖(![3 / 5, 4 / 5 * I] : Fin 2 → ℂ) i‖ ^ 2 = 1 := by
    norm_num [Fin.sum_univ_two]
  have n2 : ∑ i, ‖(![4 / 5 * I, 3 / 5] : Fin 2 → ℂ) i‖ ^ 2 = 1 := by
    norm_num [Fin.sum_univ_two]
  have n3 : ∑ i, ‖(![-(48 / 125), 36 / 125 * I] : Fin 2 → ℂ) i‖ ^ 2 = (12 / 25) ^ 2 := by
    norm_num [Fin.sum_univ_two]
  refine ⟨?_, ?_, ?_, ?_⟩
  · ext i j
    fin_cases i <;> fin_cases j <;> simp
  · rw [l2Norm, n1, Real.sqrt_one]
  · have k3 : conj (3 : ℂ) = 3 := Complex.ext (by simp) (by simp)
    have k4 : conj (4 : ℂ) = 4 := Complex.ext (by simp) (by simp)
    have k5 : conj (5 : ℂ) = 5 := Complex.ext (by simp) (by simp)
    apply Complex.ext <;> norm_num [totalForce, Fin.sum_univ_two, k3, k4, k5]
  · rw [hr, hs, l2Norm, l2Norm, n2, n3, Real.sqrt_one, Real.sqrt_sq (by norm_num)]
    norm_num

end

end PlaneWaveTotalForce
```

```lean
#print axioms PlaneWaveTotalForce.hasDerivAt_energy
-- 'PlaneWaveTotalForce.hasDerivAt_energy' depends on axioms: [propext, Classical.choice, Quot.sound]
#print axioms PlaneWaveTotalForce.totalForce_eq_residual
-- 'PlaneWaveTotalForce.totalForce_eq_residual' depends on axioms: [propext, Classical.choice, Quot.sound]
#print axioms PlaneWaveTotalForce.residual_ne_zero
-- 'PlaneWaveTotalForce.residual_ne_zero' depends on axioms: [propext, Classical.choice, Quot.sound]
#print axioms PlaneWaveTotalForce.bound_attained
-- 'PlaneWaveTotalForce.bound_attained' depends on axioms: [propext, Classical.choice, Quot.sound]
```
